# A one-dimensional eigenspace does not ensure an invertible bordered matrix when symmetry is absent

The theorem `symmetry_needed` gives a real two-by-two example, the non-symmetric matrix A = [[0, 1], [0, 0]] with the vector x = (1, 0). It states that x has unit length, that A x = 0, that every vector in the kernel of A is a multiple of x, and that the bordered matrix [[A, −x], [−xᵀ, 0]] is nonetheless not invertible. So a normalised eigenvector that spans its eigenspace is not enough to make the bordered matrix invertible if A may be non-symmetric. For the last part, the proof supposes the bordered matrix invertible, hence injective, and shows that it sends the nonzero correction d = (0, 1), μ = 1 to zero, which is a contradiction.

The first attempt, which Lean rejects:

```lean
import Mathlib

open Matrix

namespace SymmetryNeeded

noncomputable section

variable {n : Type*} [Fintype n] [DecidableEq n]

/-- A vector `x` indexed by the basis and a number `μ`, joined into one vector. -/
def joint (x : n → ℝ) (μ : ℝ) : n ⊕ Unit → ℝ :=
  Sum.elim x (fun _ => μ)

/-- The bordered matrix `[[A - e, -x], [-xᵀ, 0]]`. -/
def jacobian (A : Matrix n n ℝ) (x : n → ℝ) (e : ℝ) :
    Matrix (n ⊕ Unit) (n ⊕ Unit) ℝ :=
  Matrix.fromBlocks (A - e • (1 : Matrix n n ℝ)) (Matrix.of fun i _ => -x i)
    (Matrix.of fun _ j => -x j) 0

/-- The bordered matrix sends a correction `(d, μ)` of orbital and multiplier to
`((A - e) d - μ x, -x ⬝ d)`. -/
theorem jacobian_mulVec (A : Matrix n n ℝ) (x d : n → ℝ) (e μ : ℝ) :
    jacobian A x e *ᵥ joint d μ =
      joint (A *ᵥ d - e • d - μ • x) (-(x ⬝ᵥ d)) := by
  have h : (A - e • (1 : Matrix n n ℝ)) *ᵥ d = A *ᵥ d - e • d := by
    simp [Matrix.sub_mulVec, Matrix.smul_mulVec]
  unfold jacobian joint
  rw [Matrix.fromBlocks_mulVec, Sum.elim_comp_inl, Sum.elim_comp_inr, h]
  ext (i | i)
  · simp [Matrix.mulVec, dotProduct]
    ring
  · simp [Matrix.mulVec, dotProduct]

/-- Symmetry cannot be dropped: for the matrix `[[0, 1], [0, 0]]` the unit vector `(1, 0)`
spans the kernel, yet the bordered matrix is singular. -/
theorem symmetry_needed :
    (![1, 0] : Fin 2 → ℝ) ⬝ᵥ ![1, 0] = 1 ∧
    (!![0, 1; 0, 0] : Matrix (Fin 2) (Fin 2) ℝ) *ᵥ ![1, 0] = (0 : ℝ) • ![1, 0] ∧
    (∀ x : Fin 2 → ℝ, (!![0, 1; 0, 0] : Matrix (Fin 2) (Fin 2) ℝ) *ᵥ x = (0 : ℝ) • x →
      ∃ c : ℝ, x = c • ![1, 0]) ∧
    ¬ IsUnit (jacobian (!![0, 1; 0, 0] : Matrix (Fin 2) (Fin 2) ℝ) ![1, 0] 0) := by
  refine ⟨by simp [dotProduct, Fin.sum_univ_two], ?_, ?_, ?_⟩
  · ext i
    fin_cases i <;> simp [Matrix.mulVec, dotProduct, Fin.sum_univ_two]
  · intro x hx
    have h := congrFun hx 0
    simp [Matrix.mulVec, dotProduct, Fin.sum_univ_two] at h
    refine ⟨x 0, ?_⟩
    ext i
    fin_cases i <;> simp [h]
  · intro hJ
    have hinj := Matrix.mulVec_injective_iff_isUnit.mpr hJ
    -- the correction `d = (0, 1)`, `μ = 1` is annihilated
    have h0 : jacobian (!![0, 1; 0, 0] : Matrix (Fin 2) (Fin 2) ℝ) ![1, 0] 0 *ᵥ
        joint ![0, 1] 1 =
        jacobian (!![0, 1; 0, 0] : Matrix (Fin 2) (Fin 2) ℝ) ![1, 0] 0 *ᵥ 0 := by
      rw [jacobian_mulVec, Matrix.mulVec_zero]
      ext (i | i)
      · fin_cases i <;> simp [joint, Matrix.mulVec, dotProduct, Fin.sum_univ_two]
      · simp [joint, dotProduct, Fin.sum_univ_two]
    have h1 := congrFun (hinj h0) (Sum.inr ())
    simp [joint] at h1

end

end SymmetryNeeded
```

Messages:

```
Main.lean:60:6: error: unsolved goals
case inl.«0»
hJ : IsUnit (jacobian !![0, 1; 0, 0] ![1, 0] 0)
hinj : Function.Injective (jacobian !![0, 1; 0, 0] ![1, 0] 0).mulVec
⊢ vecHead (vecHead ∘ vecTail ∘ ![![0, 1], ![0, 0]]) - 1 = 0

case inl.«1»
hJ : IsUnit (jacobian !![0, 1; 0, 0] ![1, 0] 0)
hinj : Function.Injective (jacobian !![0, 1; 0, 0] ![1, 0] 0).mulVec
⊢ vecHead (vecTail (vecHead ∘ vecTail ∘ ![![0, 1], ![0, 0]])) = 0
Main.lean:60:37: warning: This simp argument is unused:
  Matrix.mulVec

Hint: Omit it from the simp argument list.
  [apply] simp [joint, dotProduct, Fin.sum_univ_two]

Note: This linter can be disabled with `set_option linter.unusedSimpArgs false`
```

Cause. The error is in checking that the upper block, A d − μ x, vanishes. After `fin_cases` splits it into its two components, `simp` rewrites the product A d in terms of the second column of A, but leaves the entries of that column wrapped in `vecHead` and `vecTail`. These take the first entry of a vector and the vector that remains without it. The two goals left over are true, since the column is (1, 0) and they say 1 − 1 = 0 and 0 = 0, but `simp` does not get as far as reading off the numbers.

The repair gives `simp` the definitions `Matrix.vecHead` and `Matrix.vecTail`. Unfolding them turns the wrapped expressions into ordinary entries of the explicit matrix, which `simp` can evaluate, and both goals close.

The warning says that `Matrix.mulVec` was never used in this call: the product had been rewritten without unfolding that definition. Removing it is mere tidying, as is the new line layout.

After these edits no error is left:

```diff
@@ -58,5 +58,7 @@
       rw [jacobian_mulVec, Matrix.mulVec_zero]
       ext (i | i)
-      · fin_cases i <;> simp [joint, Matrix.mulVec, dotProduct, Fin.sum_univ_two]
+      · fin_cases i <;>
+          simp [joint, dotProduct, Fin.sum_univ_two,
+            Matrix.vecHead, Matrix.vecTail]
       · simp [joint, dotProduct, Fin.sum_univ_two]
     have h1 := congrFun (hinj h0) (Sum.inr ())
```
